# In nearest-neighbour graphene, a Γ-only n × n supercell has a zero-energy state exactly when 3 divides n

A large periodic supercell is often treated with a single k-point, Γ. For an $n\times n$ supercell of graphene, this samples the primitive Brillouin zone on a mesh of $n\times n$ points, all folded onto Γ. The bands of the infinite sheet touch at zero energy at the two Dirac points, whose fractional coordinates are $(1/3,2/3)$ and $(2/3,1/3)$ in the convention used below. If the mesh misses them, the supercell shows a gap that the sheet does not have. Which $n$ avoid this false gap?

The answer here is for a non-interacting model with one orbital per atom, equal nonzero nearest-neighbour hopping and the same on-site energy on every atom, which is taken as the zero of energy. Within that model, a gap at $n$ not divisible by three comes from the sampling alone.

```lean
import Mathlib

open Complex
open scoped Real ComplexConjugate

namespace GrapheneSupercellFolding

noncomputable section
```

## The Bloch sum on the folded mesh

Take primitive lattice vectors 60° apart, and let integers $a,b$ label the folded point with fractional coordinates $(a/n,b/n)$. Moving by one primitive cell along the first vector multiplies a Bloch wave by $e^{2\pi i a/n}$, and along the second by $e^{2\pi i b/n}$.

```lean
/-- The phase `exp (2 π i a / n)` gained per primitive cell at the folded index `a`, for `n ≥ 1`. -/
def phase (n : ℕ) (a : ℤ) : ℂ := exp (2 * π * I * a / n)
```

An atom on one sublattice has three neighbours on the other: one in its own cell and, for the sublattice chosen here, one in the next cell along each lattice vector. Adding their phases gives

$$f(a,b)=1+e^{2\pi i a/n}+e^{2\pi i b/n}.$$

Phases are counted from cell to cell, not from atom to atom; the other common convention changes $f$ only by an overall phase and leaves its zeros in place.

```lean
/-- The nearest-neighbour Bloch sum of graphene at the folded point `(a/n, b/n)`, for `n ≥ 1`. -/
def blochSum (n : ℕ) (a b : ℤ) : ℂ := 1 + phase n a + phase n b
```

## The supercell in real space

The cells are labelled by $x=(x_1,x_2)$ with both entries taken modulo $n$, which is what `ZMod n × ZMod n` expresses. A wavefunction on these labels repeats from one supercell to the next with no extra phase, and this is the Γ-only condition.

```lean
/-- Amplitudes on one sublattice of the periodic `n` by `n` supercell. -/
abbrev Amplitude (n : ℕ) := ZMod n × ZMod n → ℂ
```

A state $\psi=(\psi_1,\psi_2)$ has one amplitude per cell on each sublattice. With real hopping $t$, the Hamiltonian acts as

$$(H\psi)_1(x)=-t\,[\psi_2(x)+\psi_2(x+(1,0))+\psi_2(x+(0,1))],$$
$$(H\psi)_2(x)=-t\,[\psi_1(x)+\psi_1(x-(1,0))+\psi_1(x-(0,1))].$$

The opposite signs of the shifts make each bond count in both directions. On a Bloch wave labelled by $(a,b)$, $H$ becomes a $2\times2$ matrix with $-tf$ and $-t\bar f$ off the diagonal, so the energies are $\pm|t||f(a,b)|$. This reduction links the two descriptions by hand; the Lean proofs treat the Bloch sum and the real-space Hamiltonian separately.

```lean
/-- The Gamma-point Hamiltonian of the `n` by `n` graphene supercell: each site is coupled
with amplitude `-t` to its three neighbours on the other sublattice. -/
def hamiltonian (n : ℕ) (t : ℝ) :
    (Amplitude n × Amplitude n) →ₗ[ℂ] (Amplitude n × Amplitude n) where
  toFun ψ :=
    (fun x => -(t : ℂ) * (ψ.2 x + ψ.2 (x + (1, 0)) + ψ.2 (x + (0, 1))),
     fun x => -(t : ℂ) * (ψ.1 x + ψ.1 (x - (1, 0)) + ψ.1 (x - (0, 1))))
  map_add' ψ φ := by
    refine Prod.ext (funext fun x => ?_) (funext fun x => ?_) <;>
      simp only [Prod.fst_add, Prod.snd_add, Pi.add_apply] <;> ring
  map_smul' c ψ := by
    refine Prod.ext (funext fun x => ?_) (funext fun x => ?_) <;>
      simp only [Prod.smul_fst, Prod.smul_snd, Pi.smul_apply, smul_eq_mul,
        RingHom.id_apply] <;> ring
```

## Three unit phases that cancel

If $z^n=1$ with $n\ge1$, then $|z|^n=1$, hence $|z|=1$ and $z\bar z=1$.

```lean
/-- A root of unity times its complex conjugate is one. -/
theorem mul_conj_of_pow {n : ℕ} (hn : n ≠ 0) {z : ℂ} (hz : z ^ n = 1) : z * conj z = 1 := by
  have h : ‖z‖ = 1 :=
    (pow_eq_one_iff_of_nonneg (norm_nonneg z) hn).1 (by rw [← norm_pow, hz, norm_one])
  rw [Complex.mul_conj, Complex.normSq_eq_norm_sq, h]
  norm_num
```

Now let $z$ and $w$ be $n$-th roots of unity with $1+z+w=0$. The conjugate equation is $1+\bar z+\bar w=0$. Multiplying it by $zw$ and using $z\bar z=w\bar w=1$ gives

$$zw+w+z=0,\qquad\text{so}\qquad zw=-(z+w)=1.$$

Substituting $w=-1-z$ yields $z^2+z+1=0$. Therefore $z^3-1=(z-1)(z^2+z+1)=0$, while $z\neq1$ because $1+1+1\neq0$. So $z$ has order exactly three, and since $z^n=1$, three divides $n$.

In the code, `hc` is the conjugate equation, and the first `linear_combination` carries out the multiplication and substitution in one step. Some restriction on $w$ is needed: for $n=1$, the values $z=1$ and $w=-2$ also satisfy $1+z+w=0$, yet 3 does not divide 1.

```lean
/-- If one and two `n`-th roots of unity add up to zero, with `n ≥ 1`, then 3 divides `n`. -/
theorem three_dvd_of_roots {n : ℕ} (hn : n ≠ 0) {z w : ℂ} (hz : z ^ n = 1) (hw : w ^ n = 1)
    (h : 1 + z + w = 0) : 3 ∣ n := by
  have hz' := mul_conj_of_pow hn hz
  have hw' := mul_conj_of_pow hn hw
  have hc : 1 + conj z + conj w = 0 := by
    have := congrArg conj h
    simpa only [map_add, map_one, map_zero] using this
  -- since z and w have modulus one, the sum and its conjugate give the equation for z alone
  have hq : z ^ 2 + z + 1 = 0 := by
    linear_combination (z + 1) * h - z * w * hc + w * hz' + z * hw'
  have h3 : z ^ 3 = 1 := by linear_combination (z - 1) * hq
  have h1 : z ≠ 1 := by
    rintro rfl
    norm_num at hq
  have : Fact (Nat.Prime 3) := ⟨Nat.prime_three⟩
  rw [← orderOf_eq_prime h3 h1]
  exact orderOf_dvd_of_pow_eq_one hz
```

## When the mesh contains a Dirac point

The mesh phases are $n$-th roots of unity, since $(e^{2\pi i a/n})^n=e^{2\pi i a}=1$.

```lean
/-- Going once around the supercell, with `n ≥ 1`, restores the phase. -/
theorem phase_pow {n : ℕ} (hn : n ≠ 0) (a : ℤ) : phase n a ^ n = 1 := by
  have hn' : (n : ℂ) ≠ 0 := Nat.cast_ne_zero.2 hn
  have e : (n : ℂ) * (2 * π * I * a / n) = a * (2 * π * I) := by
    rw [mul_div_cancel₀ _ hn']
    ring
  rw [phase, ← Complex.exp_nat_mul, e, Complex.exp_int_mul_two_pi_mul_I]
```

A zero of $f$ on the mesh therefore forces $3\mid n$. Conversely, if $n=3m$, choose $a=m$ and $b=2m$. With $\omega=e^{2\pi i/3}$,

$$f(m,2m)=1+\omega+\omega^2=0.$$

The theorem states this equivalence for every $n\ge1$: integers $a,b$ with vanishing Bloch sum exist if and only if 3 divides $n$. The two halves of the proof are the two directions just given, with the sum of the cube roots of unity supplied by `geom_sum_eq_zero`.

```lean
/-- For `n ≥ 1`, the Bloch sum vanishes at some folded point exactly when 3 divides `n`. -/
theorem exists_blochSum_eq_zero_iff {n : ℕ} (hn : n ≠ 0) :
    (∃ a b : ℤ, blochSum n a b = 0) ↔ 3 ∣ n := by
  constructor
  · rintro ⟨a, b, h⟩
    exact three_dvd_of_roots hn (phase_pow hn a) (phase_pow hn b) h
  · rintro ⟨m, rfl⟩
    have hm : (m : ℂ) ≠ 0 := Nat.cast_ne_zero.2 (by omega)
    -- the point (1/3, 2/3) gives the sum of the three cube roots of unity
    have h1 : phase (3 * m) m = exp (2 * π * I / (3 : ℕ)) := by
      unfold phase
      congr 1
      push_cast
      field_simp
    have h2 : phase (3 * m) (2 * m) = exp (2 * π * I / (3 : ℕ)) ^ 2 := by
      rw [← Complex.exp_nat_mul]
      unfold phase
      congr 1
      push_cast
      field_simp
    have hs := (Complex.isPrimitiveRoot_exp 3 (by norm_num)).geom_sum_eq_zero (by norm_num)
    refine ⟨m, 2 * m, ?_⟩
    rw [blochSum, h1, h2]
    simpa only [Finset.sum_range_succ, Finset.sum_range_zero, pow_zero, pow_one, zero_add]
      using hs
```

## From a zero mode to a pair of phases

The same conclusion can be reached for the real-space Hamiltonian without first writing down all its Bloch waves. Suppose a nonzero amplitude $u$ satisfies $u(x+e)=c\,u(x)$ for all $x$, where $e$ is a fixed translation. Pick $x$ with $u(x)\ne0$. After $k$ steps, $u(x+ke)=c^k u(x)$. After $n$ steps the translation has returned to its starting cell, so $u(x)=c^n u(x)$ and $c^n=1$.

```lean
/-- If a translation multiplies a nonzero periodic amplitude by `c`, then `c ^ n = 1`. -/
theorem translation_pow {n : ℕ} {u : Amplitude n} (hu : u ≠ 0) {e : ZMod n × ZMod n} {c : ℂ}
    (h : ∀ x, u (x + e) = c * u x) : c ^ n = 1 := by
  obtain ⟨x, hx⟩ := Function.ne_iff.1 hu
  have hk : ∀ k : ℕ, u (x + k • e) = c ^ k * u x := by
    intro k
    induction k with
    | zero => simp
    | succ k ih => rw [succ_nsmul, ← add_assoc, h, ih, pow_succ]; ring
  have he : n • e = 0 := Prod.ext (by simp) (by simp)
  have hn := hk n
  rw [he, add_zero] at hn
  exact mul_right_cancel₀ hx (by rw [one_mul]; exact hn.symm)
```

Next, consider the amplitudes obeying

$$v(x)+v(x+(1,0))+v(x+(0,1))=0\quad\text{for every }x.$$

They form a complex vector space, which translation by $(1,0)$ maps into itself. If the space contains a nonzero $v$, then, being finite-dimensional, it contains an eigenvector $w$ of this translation, with eigenvalue $\mu$. The neighbour equation then fixes the other translation:

$$w(x+(0,1))=-w(x)-w(x+(1,0))=(-1-\mu)\,w(x).$$

Both $\mu$ and $-1-\mu$ are $n$-th roots of unity by the previous step, and $1+\mu+(-1-\mu)=0$. Hence $3\mid n$.

In the code, `K` is the space of solutions, `S` is the translation, and `t1` and `t2` are the two eigenvalue equations.

```lean
/-- If a nonzero periodic amplitude sums to zero over the three neighbours of every site,
then 3 divides `n`. -/
theorem three_dvd_of_neighbour_sum {n : ℕ} [NeZero n] {v : Amplitude n} (hv : v ≠ 0)
    (h : ∀ x, v x + v (x + (1, 0)) + v (x + (0, 1)) = 0) : 3 ∣ n := by
  let K : Submodule ℂ (Amplitude n) :=
    { carrier := {u | ∀ x, u x + u (x + (1, 0)) + u (x + (0, 1)) = 0}
      add_mem' := by
        intro p q hp hq x
        simp only [Pi.add_apply]
        linear_combination hp x + hq x
      zero_mem' := by
        intro x
        simp
      smul_mem' := by
        intro c p hp x
        simp only [Pi.smul_apply, smul_eq_mul]
        linear_combination c * hp x }
  let S : Amplitude n →ₗ[ℂ] Amplitude n := LinearMap.funLeft ℂ ℂ (fun x => x + (1, 0))
  have hS : ∀ u ∈ K, S u ∈ K := by
    intro u hu x
    change u (x + (1, 0)) + u (x + (1, 0) + (1, 0)) + u (x + (0, 1) + (1, 0)) = 0
    rw [add_right_comm x (0, 1) (1, 0)]
    exact hu (x + (1, 0))
  have : Nontrivial K := ⟨⟨⟨v, h⟩, 0, fun e => hv (congrArg Subtype.val e)⟩⟩
  -- a translation eigenvector inside the space of solutions
  obtain ⟨μ, hμ⟩ := Module.End.exists_eigenvalue (S.restrict hS)
  obtain ⟨w, hw⟩ := hμ.exists_hasEigenvector
  have hw0 : (w : Amplitude n) ≠ 0 := fun e => hw.2 (Subtype.ext e)
  have t1 : ∀ x, (w : Amplitude n) (x + (1, 0)) = μ * (w : Amplitude n) x :=
    fun x => congrFun (congrArg Subtype.val hw.apply_eq_smul) x
  have t2 : ∀ x, (w : Amplitude n) (x + (0, 1)) = (-1 - μ) * (w : Amplitude n) x := by
    intro x
    have hx : (w : Amplitude n) x + (w : Amplitude n) (x + (1, 0)) +
      (w : Amplitude n) (x + (0, 1)) = 0 := w.2 x
    linear_combination hx - t1 x
  exact three_dvd_of_roots (NeZero.ne n) (translation_pow hw0 t1) (translation_pow hw0 t2)
    (by ring)
```

## Zero-energy states of the supercell

Let $t\ne0$ and $H\psi=0$ with $\psi\ne0$. Dividing by $-t$ leaves one neighbour equation for each sublattice. If $\psi_2\neq0$, the preceding result applies to it directly. Otherwise $\psi_1\neq0$, and $u(x)=\psi_1(-x)$ satisfies the same equation, because inversion turns the backward shifts into forward ones. Either way, $3\mid n$.

For the converse, let $3\mid n$, so that $x_1-x_2$ modulo 3 is well defined on the periodic cell. Put $\psi_1=0$ and let $\psi_2(x)$ be $1,-1,0$ when $x_1-x_2$ is $0,1,2$ modulo 3. The three neighbours of a site carry the values at $r$, $r+1$ and $r-1$, which are all three residues, so their sum is $1-1+0=0$. The normalised state has amplitudes $\pm\sqrt{3/2}/n$ in place of $\pm1$.

The theorem says that, for $n\ge1$ and $t\neq0$, a nonzero state with $H\psi=0$ exists if and only if 3 divides $n$. With $t=0$ this fails already at $n=1$, where every state has zero energy. In the code, `c` holds the pattern and `p` reduces a cell coordinate modulo 3.

```lean
/-- For nonzero hopping, the Gamma-only `n` by `n` graphene supercell has a zero-energy state
exactly when 3 divides `n`. -/
theorem zero_mode_iff (n : ℕ) [NeZero n] {t : ℝ} (ht : t ≠ 0) :
    (∃ ψ, ψ ≠ 0 ∧ hamiltonian n t ψ = 0) ↔ 3 ∣ n := by
  have ht' : -(t : ℂ) ≠ 0 := neg_ne_zero.2 (Complex.ofReal_ne_zero.2 ht)
  constructor
  · rintro ⟨ψ, hψ, h⟩
    have h1 : ∀ x, -(t : ℂ) * (ψ.2 x + ψ.2 (x + (1, 0)) + ψ.2 (x + (0, 1))) = 0 :=
      fun x => congrFun (congrArg Prod.fst h) x
    have h2 : ∀ x, -(t : ℂ) * (ψ.1 x + ψ.1 (x - (1, 0)) + ψ.1 (x - (0, 1))) = 0 :=
      fun x => congrFun (congrArg Prod.snd h) x
    by_cases hv : ψ.2 = 0
    · -- inversion maps one sublattice problem to the other
      have hu : (fun x => ψ.1 (-x)) ≠ (0 : Amplitude n) := by
        intro e
        refine hψ (Prod.ext (funext fun x => ?_) hv)
        have hx : ψ.1 (- -x) = 0 := congrFun e (-x)
        rw [neg_neg] at hx
        exact hx
      refine three_dvd_of_neighbour_sum hu fun x => ?_
      have := (mul_eq_zero.1 (h2 (-x))).resolve_left ht'
      simpa only [neg_add, ← sub_eq_add_neg] using this
    · exact three_dvd_of_neighbour_sum hv fun x => (mul_eq_zero.1 (h1 x)).resolve_left ht'
  · intro h3
    -- the pattern 1, -1, 0 repeated along the supercell
    obtain ⟨c, hc0, hc⟩ : ∃ c : ZMod 3 → ℤ, c 0 = 1 ∧ ∀ z, c z + c (z + 1) + c (z - 1) = 0 :=
      ⟨fun z => if z = 0 then 1 else if z = 1 then -1 else 0, by decide, by decide⟩
    let p := ZMod.castHom h3 (ZMod 3)
    let v : Amplitude n := fun x => (c (p x.1 - p x.2) : ℂ)
    refine ⟨(0, v), fun e => ?_, Prod.ext (funext fun x => ?_) (funext fun x => ?_)⟩
    · have h0 : (c (p 0 - p 0) : ℂ) = 0 := congrFun (congrArg Prod.snd e) 0
      rw [sub_self, hc0] at h0
      norm_num at h0
    · change -(t : ℂ) * ((c (p x.1 - p x.2) : ℂ) + (c (p (x.1 + 1) - p (x.2 + 0)) : ℂ) +
        (c (p (x.1 + 0) - p (x.2 + 1)) : ℂ)) = 0
      have e1 : p (x.1 + 1) - p (x.2 + 0) = p x.1 - p x.2 + 1 := by
        rw [add_zero, map_add, map_one]; ring
      have e2 : p (x.1 + 0) - p (x.2 + 1) = p x.1 - p x.2 - 1 := by
        rw [add_zero, map_add, map_one]; ring
      rw [e1, e2]
      have := hc (p x.1 - p x.2)
      exact mul_eq_zero_of_right _ (by exact_mod_cast this)
    · change -(t : ℂ) * ((0 : ℂ) + 0 + 0) = 0
      ring
```

## The gap at all other sizes

If 3 does not divide $n$ and $t\neq0$, then $H$ has no nonzero state in its kernel. An injective linear map on a finite-dimensional space is bounded below, so there is a constant $C>0$ with $\|\psi\|\le C\|H\psi\|$ for all $\psi$. For an eigenstate $H\psi=E\psi$ this reads $\|\psi\|\le C|E|\|\psi\|$, and hence $|E|\ge1/C$.

The theorem provides one $\delta>0$, allowed to depend on $n$ and $t$, such that $|E|\ge\delta$ for every eigenvalue $E$. It gives no formula for $\delta$. The variable `E` is complex in the statement, which includes the real energies of this Hermitian model. The constant $C$ is called `K` in the code, and $\delta$ is chosen as `1 / K`.

```lean
/-- For nonzero hopping and `n` not a multiple of three, all energies of the Gamma-only supercell
keep at least some positive distance from zero, which may depend on `n` and `t`. -/
theorem spurious_gap (n : ℕ) [NeZero n] {t : ℝ} (ht : t ≠ 0) (h3 : ¬ 3 ∣ n) :
    ∃ δ : ℝ, 0 < δ ∧ ∀ (E : ℂ) (ψ : Amplitude n × Amplitude n), ψ ≠ 0 →
      hamiltonian n t ψ = E • ψ → δ ≤ ‖E‖ := by
  have hker : LinearMap.ker (hamiltonian n t) = ⊥ := by
    refine LinearMap.ker_eq_bot'.2 fun ψ h => ?_
    by_contra hψ
    exact h3 ((zero_mode_iff n ht).1 ⟨ψ, hψ, h⟩)
  -- an injective map on a finite-dimensional space is bounded below
  obtain ⟨K, hK, hA⟩ := LinearMap.exists_antilipschitzWith _ hker
  have hK' : (0 : ℝ) < K := by exact_mod_cast hK
  refine ⟨1 / K, by positivity, fun E ψ hψ h => ?_⟩
  have hb := hA.le_mul_dist ψ 0
  rw [map_zero, dist_zero_right, dist_zero_right, h, norm_smul] at hb
  rw [div_le_iff₀ hK']
  refine le_of_mul_le_mul_right ?_ (norm_pos_iff.2 hψ)
  linarith

end

end GrapheneSupercellFolding
```

## From a single cell to large supercells

For $n=1$ the three neighbours are periodic images of the same atom. Their amplitudes add, and the energies are $\pm3|t|$, so $\delta=3|t|$ is the best possible value. As $n$ grows through sizes not divisible by three, the mesh comes arbitrarily close to the Dirac points and, by the formula $\pm|t||f|$, the gap tends to zero without closing at any of these sizes.

```lean
#print axioms GrapheneSupercellFolding.exists_blochSum_eq_zero_iff
#print axioms GrapheneSupercellFolding.zero_mode_iff
#print axioms GrapheneSupercellFolding.spurious_gap
```

```
'GrapheneSupercellFolding.exists_blochSum_eq_zero_iff' depends on axioms: [propext, Classical.choice, Quot.sound]
'GrapheneSupercellFolding.zero_mode_iff' depends on axioms: [propext, Classical.choice, Quot.sound]
'GrapheneSupercellFolding.spurious_gap' depends on axioms: [propext, Classical.choice, Quot.sound]
```
